# Coordination numbers 7, 11 and 12 at the ideal fcc (110) surface

The theorem `ideal_coordination` counts the occupied nearest-neighbour sites of an atom in a half-infinite fcc crystal ending in an ideal (110) surface. Sites are integer triples with even sum, in units of half the cubic lattice constant, and exactly those with `x + y ≤ 0` are occupied. An occupied site has 7 occupied neighbours if `x + y = 0` (the top layer), 11 if `x + y = -1` (the second layer), and all 12 if it lies deeper. The proof splits into these three cases, writes the count as a sum of twelve terms that are each 1 or 0, and uses `omega` to decide which neighbours are occupied and to check the total.

The failing Lean file:

```lean
import Mathlib

open Finset

namespace IdealCoordination

noncomputable section

/-- The twelve nearest-neighbour vectors of the fcc lattice, in units of half the cubic
lattice constant. -/
def bonds : List (ℤ × ℤ × ℤ) :=
  [(1, 1, 0), (1, -1, 0), (-1, 1, 0), (-1, -1, 0),
   (1, 0, 1), (1, 0, -1), (-1, 0, 1), (-1, 0, -1),
   (0, 1, 1), (0, 1, -1), (0, -1, 1), (0, -1, -1)]

/-- The ideal (110) surface: all fcc sites (integer triples with even sum) with
`x + y ≤ 0` are occupied. -/
def idealSurface (x y z : ℤ) : Prop := (x + y + z) % 2 = 0 ∧ x + y ≤ 0

open scoped Classical in
/-- The coordination number of a site: how many of its twelve neighbour sites are occupied
in the crystal `S`. -/
def coordination (S : ℤ → ℤ → ℤ → Prop) (x y z : ℤ) : ℕ :=
  (bonds.map fun d => (if S (x + d.1) (y + d.2.1) (z + d.2.2) then 1 else 0 : ℕ)).sum

/-- Atoms of the ideal (110) surface have 7 neighbours in the top layer, 11 in the second
layer and 12 below. -/
theorem ideal_coordination {x y z : ℤ} (h : idealSurface x y z) :
    coordination idealSurface x y z =
      if x + y = 0 then 7 else if x + y = -1 then 11 else 12 := by
  unfold idealSurface at h
  split_ifs <;>
  simp only [coordination, bonds, List.map_cons, List.map_nil, List.sum_cons,
    List.sum_nil, idealSurface] <;>
  simp (disch := omega) only [if_pos, if_neg] <;> omega

end

end IdealCoordination
```

Compiling this gives:

```
Main.lean:35:2: error: `simp` made no progress

Note: The target expression is not type-correct under the `implicit` transparency level, which may have triggered the failure. This is usually caused by unfolding of semireducible definitions in prior tactic steps. Use `set_option linter.tacticCheckInstances true` to investigate the source of the issue.
Full error:
  Application type mismatch: The argument
    Classical.propDecidable (idealSurface (x + (1, 1, 0).1) (y + (1, 1, 0).2.1) (z + (1, 1, 0).2.2))
  has type
    Decidable (idealSurface (x + (1, 1, 0).1) (y + (1, 1, 0).2.1) (z + (1, 1, 0).2.2))
  but is expected to have type
    Decidable ((x + 1 + (y + 1) + (z + 0)) % 2 = 0 ∧ x + 1 + (y + 1) ≤ 0)
  in the application
    @ite ℕ ((x + 1 + (y + 1) + (z + 0)) % 2 = 0 ∧ x + 1 + (y + 1) ≤ 0)
      (Classical.propDecidable (idealSurface (x + (1, 1, 0).1) (y + (1, 1, 0).2.1) (z + (1, 1, 0).2.2)))
Main.lean:35:2: error: `simp` made no progress

Note: The target expression is not type-correct under the `implicit` transparency level, which may have triggered the failure. This is usually caused by unfolding of semireducible definitions in prior tactic steps. Use `set_option linter.tacticCheckInstances true` to investigate the source of the issue.
Full error:
  Application type mismatch: The argument
    Classical.propDecidable (idealSurface (x + (1, 1, 0).1) (y + (1, 1, 0).2.1) (z + (1, 1, 0).2.2))
  has type
    Decidable (idealSurface (x + (1, 1, 0).1) (y + (1, 1, 0).2.1) (z + (1, 1, 0).2.2))
  but is expected to have type
    Decidable ((x + 1 + (y + 1) + (z + 0)) % 2 = 0 ∧ x + 1 + (y + 1) ≤ 0)
  in the application
    @ite ℕ ((x + 1 + (y + 1) + (z + 0)) % 2 = 0 ∧ x + 1 + (y + 1) ≤ 0)
      (Classical.propDecidable (idealSurface (x + (1, 1, 0).1) (y + (1, 1, 0).2.1) (z + (1, 1, 0).2.2)))
Main.lean:35:2: error: `simp` made no progress

Note: The target expression is not type-correct under the `implicit` transparency level, which may have triggered the failure. This is usually caused by unfolding of semireducible definitions in prior tactic steps. Use `set_option linter.tacticCheckInstances true` to investigate the source of the issue.
Full error:
  Application type mismatch: The argument
    Classical.propDecidable (idealSurface (x + (1, 1, 0).1) (y + (1, 1, 0).2.1) (z + (1, 1, 0).2.2))
  has type
    Decidable (idealSurface (x + (1, 1, 0).1) (y + (1, 1, 0).2.1) (z + (1, 1, 0).2.2))
  but is expected to have type
    Decidable ((x + 1 + (y + 1) + (z + 0)) % 2 = 0 ∧ x + 1 + (y + 1) ≤ 0)
  in the application
    @ite ℕ ((x + 1 + (y + 1) + (z + 0)) % 2 = 0 ∧ x + 1 + (y + 1) ≤ 0)
      (Classical.propDecidable (idealSurface (x + (1, 1, 0).1) (y + (1, 1, 0).2.1) (z + (1, 1, 0).2.2)))
```

The three errors are the same failure, once for each layer case. The first `simp only` unfolds `idealSurface` in the condition of each `if`, but not in the type of the `Decidable` instance that the `if` carries. That instance is still `Classical.propDecidable (idealSurface ...)`, while the condition is now a parity statement and an inequality. The two agree only if `idealSurface` is unfolded, which Lean does not do at the `implicit` transparency level. So `if_pos` and `if_neg`, which need an instance for the very condition they rewrite, do not apply, and the second `simp` makes no progress.

The repair takes `idealSurface` out of the first `simp only`, so that condition and instance still match. The side goals, that a given neighbour site is occupied or is not, are then stated with `idealSurface`, which `omega` does not unfold by itself. The new discharger therefore runs `unfold idealSurface` before `omega`.

The mended proof, as a diff:

```diff
@@ -32,6 +32,6 @@
   split_ifs <;>
   simp only [coordination, bonds, List.map_cons, List.map_nil, List.sum_cons,
-    List.sum_nil, idealSurface] <;>
-  simp (disch := omega) only [if_pos, if_neg] <;> omega
+    List.sum_nil] <;>
+  simp (disch := (unfold idealSurface; omega)) only [if_pos, if_neg] <;> omega
 
 end
```
